# The Schwarz bound on the entries of a real positive semidefinite matrix of integrals indexed by pairs

The declaration bounds an integral between two index pairs `a` and `b` by the diagonal ones: the absolute value of `G a b` is at most the square root of `G a a * G b b`. The integrals enter only as the entries of a real positive semidefinite matrix `G`; no operator or orbitals are specified, and the index type `n` need not be finite. The attempt takes the two-by-two submatrix of `G` on `a` and `b`, whose determinant is nonnegative. It then uses the symmetry of `G` to turn the product of the off-diagonal entries into a square, and passes to the square root.

The first attempt, which Lean rejects:

```lean
import Mathlib

open Matrix

namespace AbsIntegralLe

noncomputable section

variable {n : Type*}

/-- Schwarz estimate: for positive semidefinite integrals, `|G_ab| ≤ √(G_aa G_bb)`. -/
theorem abs_integral_le {G : Matrix (n × n) (n × n) ℝ} (hG : G.PosSemidef)
    (a b : n × n) : |G a b| ≤ √(G a a * G b b) := by
  -- the principal minor on the pairs `a`, `b` is nonnegative
  have h : 0 ≤ G a a * G b b - G a b * G b a := by
    simpa [Matrix.det_fin_two] using (hG.submatrix ![a, b]).det_nonneg
  have hs : G b a = G a b := by simpa using hG.isHermitian.apply a b
  rw [hs] at h
  exact Real.abs_le_sqrt (by nlinarith [h])

end

end AbsIntegralLe
```

Messages:

```
Main.lean:16:4: error: Type mismatch: After simplification, term
  PosSemidef.det_nonneg (PosSemidef.submatrix hG ![a, b])
 has type
  0 ≤ det (vecCons (fun j => G a (![a, b] j)) (vecCons (fun j => G b (![a, b] j)) !![,,]))
but is expected to have type
  G a b * G b a ≤ G a a * G b b
```

Cause. The message says that, after simplification, the fact supplied and the goal still differ. The goal has become `G a b * G b a ≤ G a a * G b b`, a harmless rearrangement. The supplied fact still contains an unexpanded `det`: `simpa` has rewritten the submatrix inside it into rows built with `vecCons`, and `Matrix.det_fin_two`, though given to `simpa`, has not expanded the determinant of that form. The inequality is therefore never brought down to the entries of `G`.

The repair names the determinant inequality `hdet` and applies `Matrix.det_fin_two` with `rw`, before any simplification can alter the submatrix. This gives the difference of products of the submatrix's entries. Those entries are by definition `G a a`, `G b b`, `G a b` and `G b a`, so `exact hdet` closes the goal as it was first written, with no simplification on either side.

Fix (accepted with no message):

```diff
@@ -14,5 +14,7 @@
   -- the principal minor on the pairs `a`, `b` is nonnegative
   have h : 0 ≤ G a a * G b b - G a b * G b a := by
-    simpa [Matrix.det_fin_two] using (hG.submatrix ![a, b]).det_nonneg
+    have hdet := (hG.submatrix ![a, b]).det_nonneg
+    rw [Matrix.det_fin_two] at hdet
+    exact hdet
   have hs : G b a = G a b := by simpa using hG.isHermitian.apply a b
   rw [hs] at h
```
